# Steffensen's step for \(F(x)=x+cx^m\) with \(c\neq0\), \(m\ge2\) converges linearly near the origin, with error ratio \(1-1/m\)

A slope of one at a fixed point does not by itself determine how Steffensen's method behaves there, so something beyond the slope must be assumed about the self-consistency map; here this is done by fixing its shape. The shape fixed here is a single scalar unknown \(x\), measured from the fixed point, and a map whose residual is exactly one monomial,
\[ F(x)=x+c\,x^m ,\qquad c\neq 0,\quad m\ge 2 \text{ an integer}. \]
The integer \(m\) is the order of the first term by which \(F\) differs from the identity, that is, the multiplicity of the root \(x=0\) of the residual \(F(x)-x\). The constant \(c\) is the strength of that term, and \(c\neq0\) says that the fixed point is isolated. The second choice concerns the limit. The quantity of interest is the ratio of the new error to the old one, which has a meaning only for \(x\neq0\), so every limit in \(x\) is taken through nonzero values.

In a self-consistent-field calculation the slope of the map along a soft mode reaches one where a solution changes its stability as a stationary point of the energy (the plain iteration can also lose stability at slope \(-1\), a case not treated here), for instance where a symmetry-broken solution branches off (an odd map, typically \(m=3\)) or where two solutions merge (\(m=2\)); the model keeps one mode and one nonlinear term of that situation.

## The map and the accelerated step

The scalars `𝕜` carry the class `RCLike`, so that \(x\) and \(c\) are real or complex numbers and `‖x‖` is the absolute value \(|x|\).

```lean
import Mathlib

open Filter Topology

namespace MarginalSteffensen

noncomputable section

variable {𝕜 : Type*} [RCLike 𝕜]
```

The map \(F\) is `marginalMap c m`, with `m` a natural number.

```lean
/-- The model self-consistency map `F(x) = x + c x^m`. -/
def marginalMap (c : 𝕜) (m : ℕ) (x : 𝕜) : 𝕜 := x + c * x ^ m
```

Two plain iterations from \(x\) give \(x,\ F(x),\ F(F(x))\). Their second difference is
\[ \Delta^2(x)=F(F(x))-2F(x)+x . \]

```lean
/-- The second difference `F(F(x)) - 2 F(x) + x` of two plain iterations started at `x`. -/
def secondDiff (F : 𝕜 → 𝕜) (x : 𝕜) : 𝕜 := F (F x) - 2 * F x + x
```

Aitken's extrapolation treats the three values as a geometric sequence \(x_\ast+a\lambda^k\), \(k=0,1,2\), with unknown limit \(x_\ast\), amplitude \(a\) and ratio \(\lambda\). The first difference is \(a(\lambda-1)\) and the second is \(a(\lambda-1)^2\), so the squared first difference over the second difference equals \(a\), the distance of the first value from the limit. This defines the correction
\[ C(x)=\frac{(F(x)-x)^2}{\Delta^2(x)} . \]

```lean
/-- The Aitken correction: squared residual over second difference. -/
def correction (F : 𝕜 → 𝕜) (x : 𝕜) : 𝕜 := (F x - x) ^ 2 / secondDiff F x
```

Steffensen's step subtracts the correction, \(S(x)=x-C(x)\), and costs two evaluations of \(F\).

```lean
/-- The Steffensen step `S(x) = x - (F(x) - x)² / (F(F(x)) - 2 F(x) + x)`. -/
def steffensen (F : 𝕜 → 𝕜) (x : 𝕜) : 𝕜 := x - correction F x
```

A version with a weight \(w\) on the correction, \(S_w(x)=x-w\,C(x)\), contains \(S\) as the case \(w=1\). These four definitions accept any map `F`; the theorems apply them to `marginalMap c m` only.

```lean
/-- The Steffensen step with its correction multiplied by a factor `w`. -/
def scaledSteffensen (w : 𝕜) (F : 𝕜 → 𝕜) (x : 𝕜) : 𝕜 := x - w * correction F x
```

One auxiliary function carries the calculation. With \(u(x)=c\,x^{m-1}\),
\[ G(x)=\sum_{i=0}^{m-1}(1+u)^i , \]
where `Finset.range m` is the index set \(0,\dots,m-1\). For \(m=2\) this is \(G(x)=2+cx\).

```lean
/-- The geometric sum `G(x) = ∑_{i<m} (1 + c x^(m-1))^i`. -/
def gain (c : 𝕜) (m : ℕ) (x : 𝕜) : 𝕜 := ∑ i ∈ Finset.range m, (1 + c * x ^ (m - 1)) ^ i
```

## Slope one at the origin

Since \(m\neq0\), \(F(0)=0\). The derivative is \(F'(x)=1+mc\,x^{m-1}\), and \(m-1\neq0\) gives \(F'(0)=1\). A small deviation is therefore neither damped nor amplified at first order, which is the meaning of marginal stability. The usual argument for quadratic convergence of Steffensen's method divides by \(F'(0)-1\) and is unavailable here.

```lean
/-- For `m ≥ 2` the origin is a fixed point of `F` and the slope of `F` there is one. -/
theorem marginal_fixed_point (c : 𝕜) {m : ℕ} (hm : 2 ≤ m) :
    marginalMap c m 0 = 0 ∧ HasDerivAt (marginalMap c m) 1 0 := by
  refine ⟨by simp [marginalMap, zero_pow (show m ≠ 0 by omega)], ?_⟩
  have h := (hasDerivAt_id' (0 : 𝕜)).fun_add ((hasDerivAt_pow m (0 : 𝕜)).const_mul c)
  have hz : (0 : 𝕜) ^ (m - 1) = 0 := zero_pow (by omega)
  rw [hz] at h
  simp only [mul_zero, add_zero] at h
  exact h
```

`HasDerivAt (marginalMap c m) 1 0` reads \(F'(0)=1\), as a complex derivative when the scalars are complex. The proof adds the derivative of the identity to \(c\) times the derivative of \(x^m\), and `hz` sets \(0^{m-1}=0\). No condition on \(c\) is needed for this step.

## Exact factorisation of the second difference

The second difference is the change of the residual over one iteration:
\[ \Delta^2(x)=\bigl[F(F(x))-F(x)\bigr]-\bigl[F(x)-x\bigr]=c\,F(x)^m-c\,x^m . \]
Writing \(F(x)=x(1+u)\) gives \(F(x)^m=x^m(1+u)^m\), and the geometric sum \((1+u)^m-1=u\,G\) gives
\[ \Delta^2(x)=c\,x^m\bigl[(1+u)^m-1\bigr]=c\,x^m\cdot c\,x^{m-1}\cdot G(x). \]
This is an identity for all \(x\) and \(c\), with no expansion.

```lean
/-- The second difference of `F` factorises as `c x^m · c x^(m-1) · G(x)`. -/
theorem secondDiff_factor (c x : 𝕜) {m : ℕ} (hm : 1 ≤ m) :
    secondDiff (marginalMap c m) x = c * x ^ m * (c * x ^ (m - 1)) * gain c m x := by
  obtain ⟨k, rfl⟩ : ∃ k, m = k + 1 := ⟨m - 1, by omega⟩
  have h := geom_sum_mul (1 + c * x ^ k) (k + 1)
  -- F(x) = x (1 + c x^(m-1))
  have hp : (x + c * x ^ (k + 1)) ^ (k + 1) = x ^ (k + 1) * (1 + c * x ^ k) ^ (k + 1) := by
    rw [← mul_pow]
    congr 1
    ring
  simp only [secondDiff, marginalMap, gain, Nat.add_sub_cancel]
  rw [hp]
  linear_combination (-(c * x ^ (k + 1))) * h
```

The hypothesis \(m\ge1\) lets the proof write `m = k + 1`, so that the natural-number difference `m - 1` is `k`. The step `hp` is \(F(x)^m=x^m(1+u)^m\), `geom_sum_mul` supplies the geometric sum, and `linear_combination` multiplies it by \(-c\,x^m\) to close the identity.

A leading-order estimate goes wrong at this point if \(F(x)\) is replaced by \(x\) inside \(F(x)^m\) on the grounds that the two agree to first order. The two terms of order \(x^m\) cancel, and the estimate returns \(\Delta^2=0\). The first surviving term is \(m\,c^2x^{2m-1}\), and it comes from the factor \(1+u\) that the replacement discards.

## The denominator near the fixed point

\(G\) is a polynomial in \(x\), hence continuous. At \(x=0\), \(u=0\) because \(m-1\ge1\), each of the \(m\) terms equals one, and \(G(0)=m\). So \(G(x)\to m\).

```lean
/-- The geometric sum `G(x)` tends to `m` as `x` tends to zero through nonzero values. -/
theorem gain_tendsto (c : 𝕜) {m : ℕ} (hm : 2 ≤ m) :
    Tendsto (gain c m) (𝓝[≠] 0) (𝓝 (m : 𝕜)) := by
  have hcont : Continuous (gain c m) := by
    unfold gain
    fun_prop
  have h0 : gain c m 0 = m := by simp [gain, zero_pow (show m - 1 ≠ 0 by omega)]
  have h := hcont.tendsto 0
  rw [h0] at h
  exact h.mono_left nhdsWithin_le_nhds
```

The filter `𝓝[≠] 0` describes \(x\) approaching zero through nonzero values. The proof obtains continuity from `fun_prop`, the value from `h0`, and restricts the full limit to nonzero \(x\) with `mono_left`.

Because \(m\neq0\) as a real or complex number, \(G(x)\neq0\) for small \(x\). For \(x\neq0\) and \(c\neq0\) the factors \(c\,x^m\) and \(c\,x^{m-1}\) are nonzero as well, so \(\Delta^2(x)\neq0\) for all sufficiently small \(x\neq0\), and the step is well defined there.

```lean
/-- For `c ≠ 0` and `m ≥ 2` the second difference of `F` is nonzero for all small nonzero `x`. -/
theorem secondDiff_ne_zero {c : 𝕜} (hc : c ≠ 0) {m : ℕ} (hm : 2 ≤ m) :
    ∀ᶠ x in 𝓝[≠] (0 : 𝕜), secondDiff (marginalMap c m) x ≠ 0 := by
  have hm0 : (m : 𝕜) ≠ 0 := Nat.cast_ne_zero.mpr (by omega)
  filter_upwards [self_mem_nhdsWithin, (gain_tendsto c hm).eventually_ne hm0] with x hx hg
  have hx' : x ≠ 0 := hx
  rw [secondDiff_factor c x (by omega)]
  exact mul_ne_zero (mul_ne_zero (mul_ne_zero hc (pow_ne_zero _ hx'))
    (mul_ne_zero hc (pow_ne_zero _ hx'))) hg
```

The quantifier `∀ᶠ x in 𝓝[≠] (0 : 𝕜)` means that there is a radius inside which the claim holds for every nonzero \(x\). The call to `filter_upwards` collects \(x\neq0\) and \(G(x)\neq0\), and the nested `mul_ne_zero` treats the three factors.

## The ratio of new error to old error

With \(F(x)-x=c\,x^m\) and \(x^m=x\cdot x^{m-1}\),
\[ \frac{C(x)}{x}=\frac{c^2x^{2m}}{c^2x^{2m-1}\,G(x)\,x}=\frac1{G(x)}\;\longrightarrow\;\frac1m . \]
All dependence on \(c\) has moved into \(G\), and it disappears in the limit. The extrapolation estimates the distance to the fixed point as about \(x/m\), where the true distance is \(x\).

```lean
/-- For `c ≠ 0` and `m ≥ 2`, the Aitken correction of `F` divided by `x` tends to `1/m` as `x` tends
to zero through nonzero values. -/
theorem correction_tendsto {c : 𝕜} (hc : c ≠ 0) {m : ℕ} (hm : 2 ≤ m) :
    Tendsto (fun x => correction (marginalMap c m) x / x) (𝓝[≠] 0) (𝓝 (m : 𝕜)⁻¹) := by
  have hm0 : (m : 𝕜) ≠ 0 := Nat.cast_ne_zero.mpr (by omega)
  refine ((gain_tendsto c hm).inv₀ hm0).congr' ?_
  filter_upwards [self_mem_nhdsWithin, (gain_tendsto c hm).eventually_ne hm0] with x hx hg
  have hx' : x ≠ 0 := hx
  have hxm : x ^ m = x * x ^ (m - 1) := by
    rw [← pow_succ']
    congr 1
    omega
  -- all powers of x and c cancel, leaving 1 / G(x)
  have key : ∀ y G : 𝕜, y ≠ 0 → G ≠ 0 →
      G⁻¹ = (c * (x * y)) ^ 2 / (c * (x * y) * (c * y) * G) / x := by
    intro y G hy hG
    field_simp

  rw [correction, secondDiff_factor c x (by omega), marginalMap, add_sub_cancel_left, hxm]
  exact key _ _ (pow_ne_zero _ hx') hg
```

The limit of \(1/G\) comes from `inv₀`, and `congr'` transfers it to \(C(x)/x\), which agrees with \(1/G\) wherever \(x\neq0\) and \(G\neq0\). The cancellation is `key`, stated with `y` standing for \(x^{m-1}\) so that `field_simp` sees no variable exponent.

For any weight \(w\) and \(x\neq0\),
\[ \frac{S_w(x)}{x}=1-w\,\frac{C(x)}{x}\;\longrightarrow\;1-\frac{w}{m}. \]

```lean
/-- For `c ≠ 0` and `m ≥ 2`, the scaled step of `F` satisfies `S_w(x) / x → 1 - w/m` as `x` tends to
zero through nonzero values. -/
theorem scaled_ratio_tendsto (w : 𝕜) {c : 𝕜} (hc : c ≠ 0) {m : ℕ} (hm : 2 ≤ m) :
    Tendsto (fun x => scaledSteffensen w (marginalMap c m) x / x) (𝓝[≠] 0)
      (𝓝 (1 - w / (m : 𝕜))) := by
  rw [div_eq_mul_inv]
  refine (tendsto_const_nhds.sub ((correction_tendsto hc hm).const_mul w)).congr' ?_
  filter_upwards [self_mem_nhdsWithin] with x hx
  have hx' : x ≠ 0 := hx
  rw [scaledSteffensen, sub_div, div_self hx', mul_div_assoc]
```

Setting \(w=1\) gives the central statement. For real or complex \(c\neq0\) and integer \(m\ge2\), the denominator \(\Delta^2(x)\) is nonzero for all small \(x\neq0\), and
\[ \lim_{x\to0,\;x\neq0}\frac{S(x)}{x}=1-\frac1m . \]
The limit is \(1/2\) for \(m=2\) and \(2/3\) for \(m=3\), whatever the size, sign or phase of \(c\).

```lean
/-- For `F(x) = x + c x^m` with `c ≠ 0` and `m ≥ 2`, the Steffensen denominator is nonzero for
small nonzero `x`, and `S(x) / x → 1 - 1/m` as `x` tends to zero through nonzero values. -/
theorem steffensen_ratio_tendsto {c : 𝕜} (hc : c ≠ 0) {m : ℕ} (hm : 2 ≤ m) :
    (∀ᶠ x in 𝓝[≠] (0 : 𝕜), secondDiff (marginalMap c m) x ≠ 0) ∧
    Tendsto (fun x => steffensen (marginalMap c m) x / x) (𝓝[≠] 0)
      (𝓝 (1 - 1 / (m : 𝕜))) := by
  refine ⟨secondDiff_ne_zero hc hm, (scaled_ratio_tendsto 1 hc hm).congr fun x => ?_⟩
  rw [scaledSteffensen, steffensen, one_mul]
```

The two conjuncts belong together because Lean assigns the value zero to a quotient by zero: the first shows that the division inside \(S\) is a true division near the origin, and with `𝓝 0` in place of `𝓝[≠] 0` the second would be false, since the ratio would take the value \(0\neq1-1/m\) at \(x=0\).

Setting \(w=m\) instead makes the limit \(1-m/m=0\), so \(S_m(x)\) is small compared with \(x\).

```lean
/-- For `c ≠ 0` and `m ≥ 2`, with the correction multiplied by `m` and `x` tending to zero through
nonzero values, the ratio `S_m(x) / x` tends to zero. -/
theorem multiplicity_corrected_tendsto {c : 𝕜} (hc : c ≠ 0) {m : ℕ} (hm : 2 ≤ m) :
    Tendsto (fun x => scaledSteffensen (m : 𝕜) (marginalMap c m) x / x) (𝓝[≠] 0) (𝓝 0) := by
  have hm0 : (m : 𝕜) ≠ 0 := Nat.cast_ne_zero.mpr (by omega)
  have h := scaled_ratio_tendsto (m : 𝕜) hc hm
  rwa [div_self hm0, sub_self] at h
```

This theorem concerns the ratio for a single step. It gives no order of convergence and no statement about iterates of \(S_m\), and the weight presupposes that \(m\) is known.

## Linear convergence of the iterates

Let \(x_0\neq0\) and \(x_{n+1}=S(x_n)\), so that \(x_n\) is `(steffensen (marginalMap c m))^[n] x₀`, counted from \(n=0\). Put \(r=1-1/m\). From \(m\ge2\) follows \(0<r<1\), and a number \(q\) can be chosen with \(r<q<1\). Since \(S(x)/x\to r\neq0\), there is a radius \(\delta>0\) such that, for \(0<|x|<\delta\),
\[ \Delta^2(x)\neq0,\qquad \frac{S(x)}{x}\neq0,\qquad \left|\frac{S(x)}{x}\right|<q . \]
Take \(0<|x_0|<\delta\) and suppose \(x_n\neq0\) and \(|x_n|\le q^n|x_0|\), which holds for \(n=0\). Then \(|x_n|\le|x_0|<\delta\), so the three properties apply at \(x_n\). They give \(x_{n+1}\neq0\) and
\[ |x_{n+1}|\le q\,|x_n|\le q^{n+1}|x_0| . \]
By induction every \(x_n\) is nonzero with a nonzero denominator, and \(x_n\to0\) because \(q^n\to0\). The sequence therefore approaches zero through nonzero values, and the limit of \(S(x)/x\) can be evaluated along it:
\[ \frac{x_{n+1}}{x_n}=\frac{S(x_n)}{x_n}\;\longrightarrow\;1-\frac1m . \]

```lean
/-- For `c ≠ 0` and `m ≥ 2`, from any small nonzero start the Steffensen iterates of `F` stay
nonzero with nonzero denominators, tend to zero, and the ratio of successive iterates tends to `1 -
1/m`. -/
theorem iterates_linear_convergence {c : 𝕜} (hc : c ≠ 0) {m : ℕ} (hm : 2 ≤ m) :
    ∃ δ > 0, ∀ x₀ : 𝕜, x₀ ≠ 0 → ‖x₀‖ < δ →
      (∀ n, (steffensen (marginalMap c m))^[n] x₀ ≠ 0 ∧
        secondDiff (marginalMap c m) ((steffensen (marginalMap c m))^[n] x₀) ≠ 0) ∧
      Tendsto (fun n => (steffensen (marginalMap c m))^[n] x₀) atTop (𝓝 0) ∧
      Tendsto (fun n => (steffensen (marginalMap c m))^[n + 1] x₀ /
        (steffensen (marginalMap c m))^[n] x₀) atTop (𝓝 (1 - 1 / (m : 𝕜))) := by
  obtain ⟨hden, hlim⟩ := steffensen_ratio_tendsto hc hm
  generalize steffensen (marginalMap c m) = S at hlim ⊢
  -- the limiting ratio lies strictly between 0 and 1
  have hmR : (1 : ℝ) < m := by exact_mod_cast (show 1 < m by omega)
  have h1 : 1 / (m : ℝ) < 1 := by
    rw [div_lt_one (by linarith)]
    exact hmR
  have h2 : 0 < 1 / (m : ℝ) := one_div_pos.mpr (by linarith)
  have hr : (1 - 1 / (m : 𝕜)) = ((1 - 1 / (m : ℝ) : ℝ) : 𝕜) := by simp
  have hnorm : ‖1 - 1 / (m : 𝕜)‖ = 1 - 1 / (m : ℝ) := by
    rw [hr, RCLike.norm_ofReal, abs_of_pos (by linarith)]
  have hr0 : 1 - 1 / (m : 𝕜) ≠ 0 := by
    rw [← norm_pos_iff, hnorm]
    linarith
  obtain ⟨q, hq1, hq2⟩ := exists_between (show ‖1 - 1 / (m : 𝕜)‖ < 1 by rw [hnorm]; linarith)
  have hq0 : 0 ≤ q := (norm_nonneg _).trans hq1.le
  have hev := hden.and ((hlim.eventually_ne hr0).and (hlim.norm.eventually (gt_mem_nhds hq1)))
  obtain ⟨δ, hδ, H⟩ := Metric.eventually_nhds_iff.mp (eventually_nhdsWithin_iff.mp hev)
  refine ⟨δ, hδ, fun x₀ hx₀ hsmall => ?_⟩
  have hin : ∀ (n : ℕ) (y : 𝕜), ‖y‖ ≤ q ^ n * ‖x₀‖ → dist y 0 < δ := by
    intro n y hy
    rw [dist_zero_right]
    exact (hy.trans (mul_le_of_le_one_left (norm_nonneg _) (pow_le_one₀ hq0 hq2.le))).trans_lt
      hsmall
  -- each step contracts by at least q and never lands on zero
  have hstep : ∀ n, S^[n] x₀ ≠ 0 ∧ ‖S^[n] x₀‖ ≤ q ^ n * ‖x₀‖ := by
    intro n
    induction n with
    | zero => exact ⟨hx₀, by simp⟩
    | succ n ih =>
      obtain ⟨-, ha, hb⟩ := H (hin n _ ih.2) ih.1
      rw [Function.iterate_succ_apply']
      refine ⟨(div_ne_zero_iff.mp ha).1, ?_⟩
      rw [norm_div, div_lt_iff₀ (norm_pos_iff.mpr ih.1)] at hb
      calc ‖S (S^[n] x₀)‖ ≤ q * ‖S^[n] x₀‖ := hb.le
        _ ≤ q * (q ^ n * ‖x₀‖) := mul_le_mul_of_nonneg_left ih.2 hq0
        _ = q ^ (n + 1) * ‖x₀‖ := by ring
  have hzero : Tendsto (fun n => S^[n] x₀) atTop (𝓝 0) := by
    refine squeeze_zero_norm (fun n => (hstep n).2) ?_
    have h := (tendsto_pow_atTop_nhds_zero_of_lt_one hq0 hq2).mul_const ‖x₀‖
    rwa [zero_mul] at h
  have hw : Tendsto (fun n => S^[n] x₀) atTop (𝓝[≠] 0) :=
    tendsto_nhdsWithin_iff.mpr ⟨hzero, Eventually.of_forall fun n => (hstep n).1⟩
  refine ⟨fun n => ⟨(hstep n).1, (H (hin n _ (hstep n).2) (hstep n).1).1⟩, hzero, ?_⟩
  refine (hlim.comp hw).congr fun n => ?_
  simp only [Function.comp_apply, Function.iterate_succ_apply']

end

end MarginalSteffensen
```

```lean
#print axioms MarginalSteffensen.marginal_fixed_point
#print axioms MarginalSteffensen.multiplicity_corrected_tendsto
#print axioms MarginalSteffensen.iterates_linear_convergence
```

```
'MarginalSteffensen.marginal_fixed_point' depends on axioms: [propext, Classical.choice, Quot.sound]
'MarginalSteffensen.multiplicity_corrected_tendsto' depends on axioms: [propext, Classical.choice, Quot.sound]
'MarginalSteffensen.iterates_linear_convergence' depends on axioms: [propext, Classical.choice, Quot.sound]
```

In words: there is a \(\delta>0\), depending on \(c\) and \(m\), such that every start with \(0<|x_0|<\delta\) produces iterates that are never zero, never meet a zero denominator, tend to zero, and have successive ratios tending to \(1-1/m\). A limiting ratio strictly between zero and one is linear convergence and excludes any faster rate. The sign of \(c\) is free, so the statement includes the real cases with \(c\,x^{m-1}>0\), where one plain step of \(F\) moves away from the origin.

In the proof, `generalize` replaces the step by an abstract `S`, of which only the limit `hlim` is then used, next to the denominator statement `hden`. The facts `hnorm` and `hr0` give \(|r|=1-1/m\) and \(r\neq0\), and `exists_between` chooses \(q\). The conjunction `hev` collects the three properties, and `Metric.eventually_nhds_iff` turns it into the radius \(\delta\). The statement `hin` keeps the iterates inside that radius, `hstep` is the induction, and `squeeze_zero_norm` compares \(|x_n|\) with \(q^n|x_0|\). Finally `hw` records convergence through nonzero values, and `hlim.comp hw` evaluates the ratio along the sequence.

The theorem gives no value for \(\delta\). It covers one scalar variable and a residual that is a pure monomial, so a mean-field map such as \(\tanh x=x-x^3/3+\cdots\), with its higher terms, is not an instance, and neither is mixing of a vector of densities. Arithmetic is exact, whereas in floating point \(\Delta^2\), of order \(x^{2m-1}\), is a difference of numbers of order \(x\) and loses digits as \(x\) shrinks.

## The cases \(c=0\), \(m=1\) and a large start

The following examples are plain arithmetic and are not among the Lean theorems above.

For \(c=0\) the map is the identity, every point is fixed, and \(\Delta^2(x)=x-2x+x=0\) for all \(x\). The first conjunct of `steffensen_ratio_tendsto` fails.

For \(m=1\) and \(c=1\) the map is \(F(x)=2x\), with slope two. Then \(\Delta^2=4x-4x+x=x\), \(C(x)=x\) and \(S(x)=0\) for \(x\neq0\). The ratio \(0=1-1/1\) still fits the formula, but \(x_1=0\), so the claim in `iterates_linear_convergence` that the iterates stay nonzero is false.

For \(m=2\) and \(c=1\), \(G(x)=2+x\) and \(S(x)=x(1+x)/(2+x)\) for \(x\neq0,-2\). The start \(x_0=-2\) gives \(F(x_0)=2\), \(F(F(x_0))=6\) and \(\Delta^2=6-4-2=0\). The start \(x_0=-1\) gives \(S(x_0)=0\). Any admissible \(\delta\) for this map is therefore at most one.
